# For a differentiable energy, linearised embedding is exact at all densities if and only if the energy is quadratic

An embedding calculation that evaluates its potential at a reference density can return a wrong energy once the subsystem density moves away from that reference. Take the energy \(s^3\) of a single density variable \(s\), and add an environment \(b=1\). At the reference \(x=0\) the energy changes by 1, and the embedding potential is \(3\cdot 1^2-3\cdot 0^2=3\). For a subsystem at \(y=1\) the linearised estimate is therefore \(1+3=4\), whereas the true change is \(2^3-1^3=7\). A test at \(y=x\) would have shown no error at all. For an energy that is differentiable on the whole space, the theorem below says which functionals are free of this error everywhere.

## The energy change and its linearisation

```lean
import Mathlib

open Polynomial

namespace LinearisedEmbedding

noncomputable section

variable {V : Type*} [NormedAddCommGroup V] [NormedSpace ℝ V]
```

The last line declares `V`, a real normed space whose elements play the role of densities or density matrices. It may have finite or infinite dimension.

```lean
/-- The change of the energy `E` when the environment density `b` is added to the
subsystem density `y`. -/
def embeddingEnergy (E : V → ℝ) (b y : V) : ℝ := E (y + b) - E y
```

For an energy functional \(E\), this is the energy change when environment \(b\) is added to subsystem \(y\): \(E(y+b)-E(y)\).

```lean
/-- Linearised embedding is exact: for all densities `x` and `y` and every environment `b`, the
embedding energy at `y` is its value at the reference `x` plus the embedding potential `v (x + b) -
v x` applied to `y - x`. -/
def LinearisationExact (E : V → ℝ) (v : V → V →L[ℝ] ℝ) : Prop :=
  ∀ x y b : V, embeddingEnergy E b y = embeddingEnergy E b x + (v (x + b) - v x) (y - x)
```

The type `V →L[ℝ] ℝ` is that of continuous linear maps from densities to numbers, so `v` assigns to each density \(x\) a potential \(v(x)\), which acts on a density change. The definition says that for all \(x,y,b\)

\[
E(y+b)-E(y)=E(x+b)-E(x)+\bigl(v(x+b)-v(x)\bigr)(y-x).
\]

Nothing here ties \(v\) to \(E\) yet; the main theorem does that by a hypothesis.

```lean
/-- The energy is a constant, plus a one-body term linear in the density, plus half a symmetric
two-body term bilinear in the density. -/
def IsQuadraticEnergy (E : V → ℝ) : Prop :=
  ∃ (c : ℝ) (L : V →ₗ[ℝ] ℝ) (B : V →ₗ[ℝ] V →ₗ[ℝ] ℝ),
    (∀ x y, B x y = B y x) ∧ ∀ x, E x = c + L x + 1 / 2 * B x x
```

A quadratic energy has the form \(E(x)=c+L(x)+\tfrac12B(x,x)\), with a constant \(c\), a linear one-body term \(L\) and a symmetric bilinear two-body term \(B\). The Hartree–Fock energy in a finite basis has this form as a function of the one-particle density matrix.

## The potential as a derivative

```lean
/-- Along a straight line of densities, the energy changes at the rate given by the potential
applied to the direction of the line. -/
theorem hasDerivAt_line {E : V → ℝ} {v : V → V →L[ℝ] ℝ}
    (hv : ∀ x, HasFDerivAt E (v x) x) (x h : V) (t : ℝ) :
    HasDerivAt (fun s : ℝ => E (x + s • h)) (v (x + t • h) h) t := by
  have h1 : HasDerivAt (fun s : ℝ => x + s • h) h t := by
    have h0 := ((hasDerivAt_id' t).smul_const h).const_add x
    exact h0.congr_deriv (one_smul ℝ h)
  exact (hv (x + t • h)).comp_hasDerivAt t h1
```

The hypothesis `hv` says that \(v(x)\) is the derivative of \(E\) at every \(x\), which is what makes it the potential belonging to this energy. The conclusion is the chain rule along a straight line,

\[
\frac{d}{dt}E(x+th)=v(x+th)\,h .
\]

In the proof, `h1` differentiates the line itself, and the last step composes it with \(E\).

```lean
/-- The potential of a quadratic energy is its one-body part plus the two-body part contracted
once with the density. -/
theorem potential_of_quadratic {E : V → ℝ} {v : V → V →L[ℝ] ℝ}
    (hv : ∀ x, HasFDerivAt E (v x) x) {c : ℝ} {L : V →ₗ[ℝ] ℝ} {B : V →ₗ[ℝ] V →ₗ[ℝ] ℝ}
    (hB : ∀ x y, B x y = B y x) (hE : ∀ x, E x = c + L x + 1 / 2 * B x x) (x h : V) :
    v x h = L h + B x h := by
  have h1 := hasDerivAt_line hv x h 0
  rw [zero_smul, add_zero] at h1
  -- on a line the energy is an explicit quadratic polynomial
  have hline : (fun t : ℝ => E (x + t • h)) =
      fun t : ℝ => E x + t * (L h + B x h) + t * t * (1 / 2 * B h h) := by
    funext t
    rw [hE (x + t • h), hE x]
    simp only [map_add, map_smul, LinearMap.add_apply, LinearMap.smul_apply, smul_eq_mul]
    rw [hB h x]
    ring
  rw [hline] at h1
  have h2 := (((hasDerivAt_id' (0 : ℝ)).mul_const (L h + B x h)).const_add (E x)).fun_add
    (((hasDerivAt_id' (0 : ℝ)).fun_mul (hasDerivAt_id' (0 : ℝ))).mul_const (1 / 2 * B h h))
  have h3 := h1.unique h2
  linear_combination h3
```

For a quadratic energy, expanding and using \(B(h,x)=B(x,h)\) gives

\[
E(x+th)=E(x)+t\,[L(h)+B(x,h)]+\tfrac12t^2B(h,h).
\]

The derivative at \(t=0\) is \(L(h)+B(x,h)\). By the previous lemma it is also \(v(x)h\). A function has only one derivative at a point (`h1.unique h2`), so the two agree.

## Exactness forces a symmetric response

```lean
/-- If linearised embedding is exact, the change of the potential caused by `b` and felt by `y`
equals the change caused by `y` and felt by `b`. -/
theorem response_symmetric {E : V → ℝ} {v : V → V →L[ℝ] ℝ}
    (hex : LinearisationExact E v) (b y : V) : (v b - v 0) y = (v y - v 0) b := by
  have h1 := hex 0 y b
  have h2 := hex 0 b y
  simp only [embeddingEnergy, zero_add, sub_zero] at h1 h2
  rw [add_comm b y] at h2
  linarith
```

Write the identity with reference \(0\), then again with \(y\) and \(b\) exchanged:

\[
\begin{aligned}
E(y+b)-E(y)&=E(b)-E(0)+(v(b)-v(0))\,y,\\
E(y+b)-E(b)&=E(y)-E(0)+(v(y)-v(0))\,b.
\end{aligned}
\]

Subtracting cancels every energy and leaves \((v(b)-v(0))y=(v(y)-v(0))b\). These two equations are `h1` and `h2`, and `linarith` does the subtraction.

```lean
/-- For a differentiable energy functional with potential `v`, linearised embedding is exact for
all densities and environments if and only if the energy is quadratic in the density. -/
theorem linearisationExact_iff_quadratic {E : V → ℝ} {v : V → V →L[ℝ] ℝ}
    (hv : ∀ x, HasFDerivAt E (v x) x) :
    LinearisationExact E v ↔ IsQuadraticEnergy E := by
  constructor
  · intro hex
    have S := response_symmetric hex
    -- symmetry makes the response linear in the perturbing density as well
    have hadd : ∀ x x' y : V, (v (x + x') - v 0) y = (v x - v 0) y + (v x' - v 0) y := by
      intro x x' y
      rw [S (x + x') y, map_add, S x y, S x' y]
    have hsmul : ∀ (t : ℝ) (x y : V), (v (t • x) - v 0) y = t • (v x - v 0) y := by
      intro t x y
      rw [S (t • x) y, map_smul, S x y]
    refine ⟨E 0, (v 0).toLinearMap,
      LinearMap.mk₂ ℝ (fun x y => (v x - v 0) y) hadd hsmul
        (fun x y y' => map_add (v x - v 0) y y') (fun t x y => map_smul (v x - v 0) t y),
      fun x y => S x y, fun y => ?_⟩
    change E y = E 0 + v 0 y + 1 / 2 * (v y - v 0) y
    -- along the ray through `y`, the energy minus the expected polynomial has derivative zero
    have hg : ∀ t : ℝ, HasDerivAt (fun s : ℝ => E (0 + s • y) -
        (s * v 0 y + s * s * (1 / 2 * (v y - v 0) y))) 0 t := by
      intro t
      have h := (hasDerivAt_line hv 0 y t).fun_sub
        (((hasDerivAt_id' t).mul_const (v 0 y)).fun_add
          (((hasDerivAt_id' t).fun_mul (hasDerivAt_id' t)).mul_const (1 / 2 * (v y - v 0) y)))
      refine h.congr_deriv ?_
      have hs : v (t • y) y - v 0 y = t * (v y - v 0) y := hsmul t y y
      rw [zero_add (t • y)]
      linear_combination hs
    have hc := is_const_of_deriv_eq_zero (fun t => (hg t).differentiableAt)
      (fun t => (hg t).deriv) 1 0
    simp only [zero_add, one_smul, zero_smul, one_mul, zero_mul, sub_zero] at hc
    linear_combination hc
  · rintro ⟨c, L, B, hB, hE⟩ x y b
    have P := potential_of_quadratic hv hB hE
    rw [sub_apply, P, P]
    simp only [embeddingEnergy, hE, map_add, map_sub, LinearMap.add_apply]
    linear_combination 1 / 2 * hB y b - 1 / 2 * hB x b
```

**From exact to quadratic.** Put \(R(x,y)=(v(x)-v(0))y\). It is linear in \(y\) because potentials are linear maps, and symmetric by the previous lemma, so it is linear in \(x\) too (`hadd`, `hsmul`). Along the ray \(ty\),

\[
\frac{d}{dt}E(ty)=v(ty)\,y=v(0)y+R(ty,y)=v(0)y+t\,R(y,y).
\]

Integrating from 0 to 1 gives

\[
E(y)=E(0)+v(0)y+\tfrac12R(y,y),
\]

which is quadratic with \(c=E(0)\), \(L=v(0)\) and \(B=R\). Lean avoids the integral: it subtracts the expected polynomial in \(t\), shows that the difference has derivative zero (`hg`), and compares its values at 1 and 0 (`hc`).

**From quadratic to exact.** Expanding the energy gives

\[
E(y+b)-E(y)=L(b)+B(y,b)+\tfrac12B(b,b).
\]

Subtracting the same expression at \(x\) leaves \(B(y-x,b)\). By the formula for the potential, \((v(x+b)-v(x))(y-x)=B(b,y-x)\), and symmetry makes the two equal.

The link `hv` between potential and energy is needed. With \(E(x)=x^2\) on the real line and \(v=0\), the energy is quadratic, yet at \(x=0\), \(y=b=1\) the left side of the identity is 3 and the right side is 1.

In projector-based embedding, the theorem separates energies for which a potential frozen at the reference causes no linearisation error from those for which it must cause one somewhere, within a model where \(E\) is differentiable on all of \(V\) and every element of \(V\) counts as a density. Positivity, fixed electron number and the projector itself are not modelled. A functional defined only for non-negative densities, such as local-density exchange, is therefore not directly covered.

## One density variable

```lean
/-- For a differentiable energy function of one real density variable, the linearised embedding
identity holds everywhere if and only if the function is a polynomial of degree at most two. -/
theorem scalar_exact_iff_polynomial {f : ℝ → ℝ} (hf : Differentiable ℝ f) :
    (∀ x y b : ℝ, f (y + b) - f y =
      f (x + b) - f x + (y - x) * (deriv f (x + b) - deriv f x)) ↔
    ∃ p : ℝ[X], p.natDegree ≤ 2 ∧ ∀ x, f x = p.eval x := by
  have e : (∀ x y b : ℝ, f (y + b) - f y =
      f (x + b) - f x + (y - x) * (deriv f (x + b) - deriv f x)) ↔
      LinearisationExact f (fderiv ℝ f) := by
    simp only [LinearisationExact, embeddingEnergy, sub_apply,
      fderiv_eq_smul_deriv, smul_eq_mul, mul_sub]
  rw [e, linearisationExact_iff_quadratic (fun x => (hf x).hasFDerivAt)]
  constructor
  · rintro ⟨c, L, B, -, hE⟩
    refine ⟨C c + C (L 1) * X + C (1 / 2 * B 1 1) * X ^ 2, by compute_degree, fun x => ?_⟩
    -- on the real line, linear and bilinear forms are fixed by their values at one
    have hL : L x = x * L 1 := by
      have h : L x = L (x • (1 : ℝ)) := by rw [smul_eq_mul, mul_one]
      rw [h, L.map_smul, smul_eq_mul]
    have hB : B x x = x * (x * B 1 1) := by
      have h : B x x = B (x • (1 : ℝ)) (x • (1 : ℝ)) := by rw [smul_eq_mul, mul_one]
      rw [h, B.map_smul, LinearMap.smul_apply, (B 1).map_smul, smul_eq_mul, smul_eq_mul]
    rw [hE, hL, hB]
    simp only [eval_add, eval_mul, eval_C, eval_X, eval_pow]
    ring
  · rintro ⟨p, hp, hE⟩
    refine ⟨p.coeff 0, p.coeff 1 • LinearMap.id, (2 * p.coeff 2) • LinearMap.mul ℝ ℝ,
      fun x y => ?_, fun x => ?_⟩
    · simp only [LinearMap.smul_apply, LinearMap.mul_apply', smul_eq_mul]
      ring
    · rw [hE, eval_eq_sum_range' (show p.natDegree < 3 by omega)]
      simp only [Finset.sum_range_succ, Finset.sum_range_zero, LinearMap.smul_apply,
        LinearMap.id_apply, LinearMap.mul_apply', smul_eq_mul]
      ring
```

On the real line the derivative acts as multiplication by \(f'(x)\), so the first step, `e`, identifies the scalar identity with `LinearisationExact`. Differentiability suffices; \(f'\) need not be assumed continuous.

What remains is translation. Since \(L(x)=xL(1)\) and \(B(x,x)=x^2B(1,1)\), a quadratic energy is the polynomial \(c+L(1)x+\tfrac12B(1,1)x^2\). Conversely, \(p_0+p_1x+p_2x^2\) comes from \(c=p_0\), \(L(x)=p_1x\) and \(B(x,y)=2p_2xy\). The condition `p.natDegree ≤ 2` includes linear and constant functions.

```lean
/-- For the cubic energy function, the exact embedding energy minus its linearisation is
`3 * b * (y - x) ^ 2`. -/
theorem cubic_linearisation_error (x y b : ℝ) :
    embeddingEnergy (fun s : ℝ => s ^ 3) b y -
      (embeddingEnergy (fun s : ℝ => s ^ 3) b x +
        (y - x) * (deriv (fun s : ℝ => s ^ 3) (x + b) - deriv (fun s : ℝ => s ^ 3) x)) =
      3 * b * (y - x) ^ 2 := by
  have d : ∀ t : ℝ, deriv (fun s : ℝ => s ^ 3) t = 3 * t ^ 2 := by
    intro t
    simp
  rw [d, d]
  simp only [embeddingEnergy]
  ring

end

end LinearisedEmbedding
```

For the cubic energy of the opening example, the true change at \(y\) minus that at \(x\) is \(3b(y^2-x^2)+3b^2(y-x)\). The linear term is \((y-x)(6xb+3b^2)\). Their difference is

\[
3b(y-x)(y+x-2x)=3b(y-x)^2 .
\]

With \(x=0\) and \(y=b=1\) this is the missing 3. The error is of second order in the displacement \(y-x\) and grows in proportion to the environment \(b\).

```lean
#print axioms LinearisedEmbedding.linearisationExact_iff_quadratic
#print axioms LinearisedEmbedding.scalar_exact_iff_polynomial
#print axioms LinearisedEmbedding.cubic_linearisation_error
```

```
'LinearisedEmbedding.linearisationExact_iff_quadratic' depends on axioms: [propext, Classical.choice, Quot.sound]
'LinearisedEmbedding.scalar_exact_iff_polynomial' depends on axioms: [propext, Classical.choice, Quot.sound]
'LinearisedEmbedding.cubic_linearisation_error' depends on axioms: [propext, Classical.choice, Quot.sound]
```
